# Normal-mode expansion of harmonic motion with positive frequencies

## Small vibrations about a minimum

A molecule or a cluster of coupled masses sits near an equilibrium geometry and is given a small displacement and a small velocity. Let $r_i$ be its Cartesian coordinates, $m_i$ the mass attached to coordinate $i$, $r_i^{\mathrm{eq}}$ the equilibrium values and $U$ the potential energy. At equilibrium the gradient of $U$ vanishes, so the first term of its Taylor expansion that produces a force is the quadratic one. In the mass-weighted displacements $x_i = \sqrt{m_i}\,(r_i - r_i^{\mathrm{eq}})$, Newton's equations truncated at that order read

$$x''(t) = -H\,x(t), \qquad H_{ij} = \frac{1}{\sqrt{m_i m_j}}\,\frac{\partial^2 U}{\partial r_i\,\partial r_j}\bigg|_{\mathrm{eq}},$$

where $t$ is time, a prime is a time derivative, and $H$ is the mass-weighted Hessian, a real symmetric matrix. The off-diagonal entries of $H$ couple the coordinates. The question is whether every motion of this coupled system is a superposition of independent oscillations along the eigenvectors of $H$, with amplitudes fixed by the initial position and velocity. It is, provided that all eigenvalues of $H$ are strictly positive, which says that the force is restoring in every direction. The Cartesian Hessian of a free molecule has zero eigenvalues from overall translation and rotation, so the result applies to it only after these directions have been removed.

## The expansion in modes

Let there be $N$ coordinates and write $\langle a, b\rangle = \sum_i a_i b_i$ for vectors $a, b \in \mathbb{R}^N$. Assume $H^{\mathsf T} = H$, and assume given $N$ vectors $v_k$ and $N$ numbers $w_k > 0$ with

$$\langle v_k, v_l\rangle = \delta_{kl}, \qquad H v_k = w_k^2\, v_k ,$$

where $\delta_{kl}$ is the Kronecker symbol. The $v_k$ are the normal modes and the $w_k$ their angular frequencies. For vectors $x_0$ and $u_0$ define the mode sum

$$S(t; x_0, u_0) = \sum_k \Big( \langle v_k, x_0\rangle \cos w_k t + \langle v_k, u_0\rangle\, \frac{\sin w_k t}{w_k} \Big)\, v_k .$$

Three statements hold. Every twice differentiable $x : \mathbb{R} \to \mathbb{R}^N$ with $x'' = -Hx$ satisfies $x(t) = S(t; x(0), x'(0))$ for all real $t$. Conversely, for any $x_0$ and $u_0$ the mode sum solves the equation with initial position $x_0$ and initial velocity $u_0$. Finally, two solutions with the same initial position and velocity have the same position at all times.

For a finite system with a purely quadratic potential, $S$ is the exact trajectory against which a molecular dynamics integrator can be compared, and the same $v_k$ and $w_k$ separate the quantum Hamiltonian of that harmonic model into independent oscillators with level spacings $\hbar w_k$.

## One oscillator and two constants of motion

Take real functions $q$ and $p$ with $q' = p$ and $p' = -w^2 q$, for a real number $w \neq 0$. Define

$$A(t) = w\,q \cos wt - p \sin wt, \qquad B(t) = w\,q \sin wt + p \cos wt .$$

The product rule and the two equations of motion give

$$A' = w p \cos wt - w^2 q \sin wt + w^2 q \sin wt - w p \cos wt = 0,$$

$$B' = w p \sin wt + w^2 q \cos wt - w^2 q \cos wt - w p \sin wt = 0 .$$

Both are therefore constant on the real line, with $A(t) = A(0) = w\,q(0)$ and $B(t) = B(0) = p(0)$. In the combination $A \cos wt + B \sin wt$ the terms in $p$ cancel and the terms in $q$ add to $w\,q\,(\cos^2 wt + \sin^2 wt) = w\,q$. Hence $w\,q(t) = w\,q(0) \cos wt + p(0) \sin wt$, and division by $w$ gives

$$q(t) = q(0) \cos wt + p(0)\,\frac{\sin wt}{w}.$$

No trial solution was inserted: the formula was deduced for an arbitrary solution.

## Completeness and decoupling

Let $V$ be the $N \times N$ matrix whose row $k$ is $v_k$, so that $V_{ki} = (v_k)_i$. Orthonormality reads $V V^{\mathsf T} = 1$. A one-sided inverse of a square matrix is a two-sided inverse, so $V^{\mathsf T} V = 1$. For any vector $y$ we have $(Vy)_k = \langle v_k, y\rangle$, and $y = V^{\mathsf T}(V y)$ written in components is

$$y = \sum_k \langle v_k, y\rangle\, v_k .$$

Symmetry moves $H$ across the inner product. As a row vector, $v_k^{\mathsf T} H = (H^{\mathsf T} v_k)^{\mathsf T} = (H v_k)^{\mathsf T} = w_k^2\, v_k^{\mathsf T}$, so $\langle v_k, Hy\rangle = w_k^2 \langle v_k, y\rangle$ for every $y$.

Now let $x$ be a solution with velocity $u = x'$, and define the normal coordinates $q_k(t) = \langle v_k, x(t)\rangle$ and $p_k(t) = \langle v_k, u(t)\rangle$. Since $v_k$ does not depend on time, the derivative passes through the finite sum that defines the inner product:

$$q_k' = \langle v_k, u\rangle = p_k, \qquad p_k' = -\langle v_k, Hx\rangle = -w_k^2\, q_k .$$

Each pair $(q_k, p_k)$ is a single oscillator with $w = w_k \neq 0$, so $q_k(t) = q_k(0)\cos w_k t + p_k(0) \sin w_k t / w_k$. Inserting this in $x(t) = \sum_k q_k(t)\, v_k$ gives $x(t) = S(t; x(0), u(0))$. Uniqueness of the position follows, because two solutions with equal initial data equal the same sum.

## The mode sum is itself a motion

Fix $x_0$ and $u_0$, and set $a_k = \langle v_k, x_0\rangle$, $b_k = \langle v_k, u_0\rangle$ and $c_k(t) = a_k \cos w_k t + b_k \sin w_k t / w_k$, so that $S = \sum_k c_k v_k$. Differentiating twice,

$$c_k' = -w_k a_k \sin w_k t + b_k \cos w_k t, \qquad c_k'' = -w_k^2 a_k \cos w_k t - w_k b_k \sin w_k t = -w_k^2\, c_k .$$

By linearity $-HS = -\sum_k c_k H v_k = \sum_k (-w_k^2 c_k)\, v_k$, which is $S''$. At $t = 0$ we have $c_k = a_k$ and $c_k' = b_k$, and completeness gives $S(0) = x_0$ and $S'(0) = u_0$.

## Normal-mode dynamics in Lean

```lean
import Mathlib

open Matrix

namespace NormalModeDynamics

noncomputable section

variable {n : Type*} [Fintype n] [DecidableEq n]

/-- `H` is real symmetric, the `v k` are as many orthonormal eigenvectors as there are
coordinates, with eigenvalues `w k ^ 2` and positive frequencies `w k`. -/
structure IsNormalModes (H : Matrix n n ℝ) (v : n → n → ℝ) (w : n → ℝ) : Prop where
  symm : Hᵀ = H
  orth : ∀ k l, v k ⬝ᵥ v l = if k = l then 1 else 0
  eig : ∀ k, H *ᵥ v k = w k ^ 2 • v k
  pos : ∀ k, 0 < w k

/-- `x` has velocity `u` and acceleration `-H x` at every real time. -/
structure IsMotion (H : Matrix n n ℝ) (x u : ℝ → n → ℝ) : Prop where
  vel : ∀ t, HasDerivAt x (u t) t
  acc : ∀ t, HasDerivAt u (-(H *ᵥ x t)) t

/-- The normal-mode sum `∑ₖ (⟨vₖ,x₀⟩ cos wₖt + ⟨vₖ,u₀⟩ sin wₖt / wₖ) vₖ`. -/
def modeSum (v : n → n → ℝ) (w : n → ℝ) (x₀ u₀ : n → ℝ) (t : ℝ) : n → ℝ :=
  ∑ k, ((v k ⬝ᵥ x₀) * Real.cos (w k * t) + (v k ⬝ᵥ u₀) * Real.sin (w k * t) / w k) • v k

/-- The velocity sum `∑ₖ (-wₖ ⟨vₖ,x₀⟩ sin wₖt + ⟨vₖ,u₀⟩ cos wₖt) vₖ`. -/
def modeVel (v : n → n → ℝ) (w : n → ℝ) (x₀ u₀ : n → ℝ) (t : ℝ) : n → ℝ :=
  ∑ k, (-(w k * (v k ⬝ᵥ x₀) * Real.sin (w k * t)) + (v k ⬝ᵥ u₀) * Real.cos (w k * t)) • v k

/-- A single oscillator `q' = p`, `p' = -w² q` with `w ≠ 0` moves as
`q(t) = q(0) cos wt + p(0) sin wt / w`. -/
theorem oscillator {w : ℝ} (hw : w ≠ 0) {q p : ℝ → ℝ} (hq : ∀ t, HasDerivAt q (p t) t)
    (hp : ∀ t, HasDerivAt p (-(w ^ 2 * q t)) t) (t : ℝ) :
    q t = q 0 * Real.cos (w * t) + p 0 * Real.sin (w * t) / w := by
  have hl : ∀ s, HasDerivAt (fun s : ℝ => w * s) w s := fun s => by
    simpa using (hasDerivAt_id s).const_mul w
  -- two constants of motion
  have hA : ∀ s, HasDerivAt
      (fun s => w * q s * Real.cos (w * s) - p s * Real.sin (w * s)) 0 s := fun s =>
    ((((hq s).const_mul w).fun_mul (hl s).cos).fun_sub
      ((hp s).fun_mul (hl s).sin)).congr_deriv (by ring)
  have hB : ∀ s, HasDerivAt
      (fun s => w * q s * Real.sin (w * s) + p s * Real.cos (w * s)) 0 s := fun s =>
    ((((hq s).const_mul w).fun_mul (hl s).sin).fun_add
      ((hp s).fun_mul (hl s).cos)).congr_deriv (by ring)
  have cA := is_const_of_deriv_eq_zero (fun s => (hA s).differentiableAt)
    (fun s => (hA s).deriv) t 0
  have cB := is_const_of_deriv_eq_zero (fun s => (hB s).differentiableAt)
    (fun s => (hB s).deriv) t 0
  simp only [mul_zero, Real.cos_zero, Real.sin_zero] at cA cB
  have h1 := Real.sin_sq_add_cos_sq (w * t)
  have key : w * q t = w * q 0 * Real.cos (w * t) + p 0 * Real.sin (w * t) := by
    linear_combination Real.cos (w * t) * cA + Real.sin (w * t) * cB - w * q t * h1
  have hinv : w * w⁻¹ = 1 := mul_inv_cancel₀ hw
  rw [div_eq_mul_inv]
  linear_combination w⁻¹ * key - (q t - q 0 * Real.cos (w * t)) * hinv

/-- Completeness: with as many orthonormal vectors as coordinates, every vector is the sum
of its projections, `y = ∑ₖ ⟨vₖ,y⟩ vₖ`. -/
theorem completeness {v : n → n → ℝ}
    (orth : ∀ k l, v k ⬝ᵥ v l = if k = l then 1 else 0) (y : n → ℝ) :
    ∑ k, (v k ⬝ᵥ y) • v k = y := by
  have h1 : Matrix.of v * (Matrix.of v)ᵀ = 1 := by
    ext k l
    have := orth k l
    simpa [Matrix.mul_apply, Matrix.one_apply, dotProduct] using this
  have h2 : (Matrix.of v)ᵀ * Matrix.of v = 1 := mul_eq_one_comm.mp h1
  have h3 : (Matrix.of v)ᵀ *ᵥ (Matrix.of v *ᵥ y) = y := by
    rw [Matrix.mulVec_mulVec, h2, Matrix.one_mulVec]
  funext i
  rw [Finset.sum_apply]
  refine Eq.trans ?_ (congrFun h3 i)
  exact Finset.sum_congr rfl fun k _ => mul_comm _ _

/-- Decoupling: the projection of `H y` on mode `k` is `wₖ² ⟨vₖ,y⟩`. -/
theorem project_force {H : Matrix n n ℝ} {v : n → n → ℝ} {w : n → ℝ}
    (h : IsNormalModes H v w) (k : n) (y : n → ℝ) :
    v k ⬝ᵥ H *ᵥ y = w k ^ 2 * (v k ⬝ᵥ y) := by
  have h1 : v k ᵥ* H = w k ^ 2 • v k := by
    rw [← Matrix.mulVec_transpose, h.symm, h.eig]
  rw [Matrix.dotProduct_mulVec, h1, smul_dotProduct, smul_eq_mul]

omit [DecidableEq n] in
/-- The projection of a trajectory on a fixed vector has as its derivative the projection
of the derivative. -/
theorem project_deriv (a : n → ℝ) {x : ℝ → n → ℝ} {x' : n → ℝ} {t : ℝ}
    (hx : HasDerivAt x x' t) : HasDerivAt (fun s => a ⬝ᵥ x s) (a ⬝ᵥ x') t := by
  unfold dotProduct
  exact HasDerivAt.fun_sum fun i _ => (hasDerivAt_pi.mp hx i).const_mul (a i)

/-- Normal-mode expansion: every solution of `x'' = -H x` equals, at all real times, the
normal-mode sum built from `x(0)` and `x'(0)`. -/
theorem motion_eq_modeSum {H : Matrix n n ℝ} {v : n → n → ℝ} {w : n → ℝ}
    (h : IsNormalModes H v w) {x u : ℝ → n → ℝ} (hx : IsMotion H x u) (t : ℝ) :
    x t = modeSum v w (x 0) (u 0) t := by
  rw [← completeness h.orth (x t), modeSum]
  refine Finset.sum_congr rfl fun k _ => ?_
  -- each normal coordinate is an independent oscillator
  have hp : ∀ s, HasDerivAt (fun s => v k ⬝ᵥ u s) (-(w k ^ 2 * (v k ⬝ᵥ x s))) s := fun s =>
    (project_deriv (v k) (hx.acc s)).congr_deriv
      (by rw [dotProduct_neg, project_force h])
  have hq := oscillator (h.pos k).ne' (q := fun s => v k ⬝ᵥ x s) (p := fun s => v k ⬝ᵥ u s)
    (fun s => project_deriv (v k) (hx.vel s)) hp t
  exact congrArg (fun c : ℝ => c • v k) hq

/-- Converse: for any `x₀`, `u₀` the normal-mode sum solves `x'' = -H x` with velocity
`modeVel`, initial position `x₀` and initial velocity `u₀`. -/
theorem modeSum_isMotion {H : Matrix n n ℝ} {v : n → n → ℝ} {w : n → ℝ}
    (h : IsNormalModes H v w) (x₀ u₀ : n → ℝ) :
    IsMotion H (modeSum v w x₀ u₀) (modeVel v w x₀ u₀) ∧
      modeSum v w x₀ u₀ 0 = x₀ ∧ modeVel v w x₀ u₀ 0 = u₀ := by
  have hl : ∀ k s, HasDerivAt (fun s : ℝ => w k * s) (w k) s := fun k s => by
    simpa using (hasDerivAt_id s).const_mul (w k)
  have hinv : ∀ k, w k * (w k)⁻¹ = 1 := fun k => mul_inv_cancel₀ (h.pos k).ne'
  refine ⟨⟨fun t => ?_, fun t => ?_⟩, ?_, ?_⟩
  · unfold modeSum modeVel
    refine HasDerivAt.fun_sum fun k _ => HasDerivAt.smul_const ?_ (v k)
    refine (((hl k t).cos.const_mul (v k ⬝ᵥ x₀)).fun_add
      (((hl k t).sin.const_mul (v k ⬝ᵥ u₀)).div_const (w k))).congr_deriv ?_
    rw [div_eq_mul_inv]
    linear_combination (v k ⬝ᵥ u₀) * Real.cos (w k * t) * hinv k
  · -- `H` acts on each mode as multiplication by `wₖ²`
    have hH : -(H *ᵥ modeSum v w x₀ u₀ t) =
        ∑ k, (-(w k ^ 2 * ((v k ⬝ᵥ x₀) * Real.cos (w k * t)
          + (v k ⬝ᵥ u₀) * Real.sin (w k * t) / w k))) • v k := by
      rw [modeSum, ← Matrix.mulVecLin_apply, map_sum, ← Finset.sum_neg_distrib]
      refine Finset.sum_congr rfl fun k _ => ?_
      rw [map_smul, Matrix.mulVecLin_apply, h.eig k]
      module
    rw [hH]
    unfold modeVel
    refine HasDerivAt.fun_sum fun k _ => HasDerivAt.smul_const ?_ (v k)
    refine ((((hl k t).sin.const_mul (w k * (v k ⬝ᵥ x₀))).fun_neg).fun_add
      ((hl k t).cos.const_mul (v k ⬝ᵥ u₀))).congr_deriv ?_
    rw [div_eq_mul_inv]
    linear_combination w k * (v k ⬝ᵥ u₀) * Real.sin (w k * t) * hinv k
  · simpa [modeSum] using completeness h.orth x₀
  · simpa [modeVel] using completeness h.orth u₀

/-- If `H`, `v`, `w` satisfy `IsNormalModes`, two solutions of `x'' = -H x` with the same initial
position and velocity have the same position at all times. -/
theorem motion_unique {H : Matrix n n ℝ} {v : n → n → ℝ} {w : n → ℝ}
    (h : IsNormalModes H v w) {x u y z : ℝ → n → ℝ} (hx : IsMotion H x u)
    (hy : IsMotion H y z) (h0 : x 0 = y 0) (h1 : u 0 = z 0) : x = y := by
  funext t
  rw [motion_eq_modeSum h hx t, motion_eq_modeSum h hy t, h0, h1]

/-- Two coupled coordinates with modes `(3/5, 4/5)`, `(-4/5, 3/5)` and frequencies `5`, `10`
meet the normal-mode conditions. -/
theorem normalModes_witness :
    IsNormalModes (n := Fin 2) !![73, -36; -36, 52] ![![3 / 5, 4 / 5], ![-4 / 5, 3 / 5]]
      ![5, 10] := by
  refine ⟨?_, fun k l => ?_, fun k => ?_, fun k => ?_⟩
  · ext i j
    fin_cases i <;> fin_cases j <;> simp
  · fin_cases k <;> fin_cases l <;> simp [dotProduct, Fin.sum_univ_succ] <;> norm_num
  · funext i
    fin_cases k <;> fin_cases i <;>
      simp [Matrix.mulVec, dotProduct, Fin.sum_univ_succ] <;> norm_num
  · fin_cases k <;> simp

end

end NormalModeDynamics
```

```lean
#print axioms NormalModeDynamics.modeSum_isMotion
#print axioms NormalModeDynamics.motion_unique
```

```
'NormalModeDynamics.modeSum_isMotion' depends on axioms: [propext, Classical.choice, Quot.sound]
'NormalModeDynamics.motion_unique' depends on axioms: [propext, Classical.choice, Quot.sound]
```

## How modes and motions are encoded

The finite type `n` labels both the coordinates and the modes. This is how the requirement of $N$ eigenvectors for $N$ coordinates enters, and it makes $V$ square. A vector is a function `n → ℝ`, the inner product is the dot product `⬝ᵥ`, and `H *ᵥ y` is $Hy$. The family `v : n → n → ℝ` has `v k` as the mode $v_k$, and `w k` is $w_k$. The plain dot product is the right one because the coordinates are taken as already mass-weighted; no mass matrix occurs in the file.

`IsNormalModes H v w` collects four conditions: `symm`, `orth`, `eig` and `pos`. The modes are normalised by `orth`. Writing the eigenvalue as `w k ^ 2` with real `w k` excludes negative eigenvalues, hence saddle points, and `pos` excludes zero. The summand of $S$ is unchanged under $w_k \to -w_k$, so the sign in `pos` is the convention that frequencies are positive, and the proofs use only $w_k \neq 0$. The frequencies need not be distinct, and within a degenerate eigenspace any orthonormal choice of modes is allowed. The eigenbasis is a hypothesis: the file does not construct it from $H$.

`IsMotion H x u` writes the second-order equation as a first-order pair. The field `vel` says that $x$ has derivative $u(t)$ at every real $t$, and `acc` says that $u$ has derivative $-Hx(t)$ there. This is twice differentiability of $x$ together with $x'' = -Hx$, and no further smoothness is assumed. The definitions `modeSum` and `modeVel` are $\sum_k c_k v_k$ and $\sum_k c_k' v_k$.

With these, `motion_eq_modeSum` states that under `IsNormalModes H v w` and `IsMotion H x u`, the position `x t` equals `modeSum v w (x 0) (u 0) t` for every `t`. The theorem `modeSum_isMotion` states that, again under `IsNormalModes H v w`, `modeSum` with velocity `modeVel` is a motion starting from any prescribed `x₀` and `u₀`. Under the same hypothesis, `motion_unique` concludes `x = y` for two motions with equal initial position and velocity; its conclusion concerns the positions only. The theorem `normalModes_witness` gives a coupled example with indices $0$ and $1$: $v_0 = (3/5, 4/5)$, $v_1 = (-4/5, 3/5)$, $w_0 = 5$, $w_1 = 10$ and

$$H = \begin{pmatrix} 73 & -36 \\ -36 & 52 \end{pmatrix},$$

for which, for instance, $Hv_0 = (15, 20) = 25\, v_0$.

The passage from Newton's equations to $x'' = -Hx$ is an input. Anharmonic terms, damping, driving forces, infinitely many coordinates and solutions defined only on an interval of time are not covered.

## From the oscillator lemma to the main theorems

In `oscillator`, `hA` and `hB` build the derivatives of $A$ and $B$ from the product and chain rules, and `ring` confirms the cancellation to zero. The lemma `is_const_of_deriv_eq_zero` turns these into `cA` and `cB`, the equalities $A(t) = A(0)$ and $B(t) = B(0)$. The step `key` is the combination $A\cos wt + B \sin wt$: the first `linear_combination` multiplies `cA` by the cosine and `cB` by the sine and subtracts $w\,q(t)$ times $\sin^2 wt + \cos^2 wt = 1$. The second one divides by $w$ through `hinv`, which is the single place where `hw` is used.

In `completeness`, `Matrix.of v` is $V$, `h1` is $VV^{\mathsf T} = 1$, `mul_eq_one_comm` reverses the product to give `h2`, and `h3` is $V^{\mathsf T}(Vy) = y$, read off component by component. In `project_force`, `h1` is the row-vector identity $v_k^{\mathsf T}H = w_k^2 v_k^{\mathsf T}$, obtained from `h.symm` and `h.eig`, and `Matrix.dotProduct_mulVec` regroups $v_k^{\mathsf T}(Hy)$ as $(v_k^{\mathsf T}H)\,y$. In `project_deriv`, `hasDerivAt_pi` splits a vector derivative into its components, and each term $a_i x_i(s)$ of the dot product with the fixed vector `a` is differentiated separately.

The proof of `motion_eq_modeSum` rewrites `x t` by completeness and compares the two sums mode by mode. There `hp` is $p_k' = -w_k^2 q_k$, and `hq` is `oscillator` applied to $q_k$ and $p_k$. The proof of `modeSum_isMotion` has four goals. The first is the formula for $c_k'$. The second uses `hH`, the identity $-HS = \sum_k (-w_k^2 c_k) v_k$, and then the formula for $c_k''$. The last two are completeness at $t = 0$. The theorem `motion_unique` rewrites both motions as mode sums, and `normalModes_witness` checks its four conditions entry by entry in rational arithmetic.

## One coordinate, and a frequency tending to zero

With a single coordinate the conditions force $v_0 = \pm 1$ and $H = (w_0^2)$. The sign enters the sum twice and cancels, and the expansion reduces to the formula of `oscillator`. With no coordinates at all, which the type `n` also permits, the sum is empty and both sides are the only vector there is.

The limit and the reformulation that follow are commentary, with no theorem of the file behind them. As $w \to 0$ at fixed $t$, $\cos wt \to 1$ and $\sin wt / w \to t$, so the oscillator formula tends to $q(0) + p(0)\,t$, the free drift expected of a translation. Setting $w = 0$ in `modeSum` would not reproduce this limit: division by zero returns zero in Lean, so the velocity term would vanish and the coefficient would stay at $q(0)$. To cover zero modes, the factor $\sin wt / w$ must be replaced by one that equals $t$ at $w = 0$, either by writing the term $p(0)\,t$ separately or by using $\int_0^t \cos ws\,ds$, which equals $\sin wt / w$ for $w \neq 0$ and $t$ for $w = 0$.

## Starting from a positive definite matrix

The statement might equally begin from the single hypothesis that $H$ is symmetric and positive definite, with the modes and frequencies supplied by the spectral theorem. The existence of an orthonormal eigenbasis would then be part of what is derived, and $w_k$ would be defined as the square root of the $k$-th eigenvalue. The formula would, however, refer to one particular eigenbasis fixed by that construction, with its own signs, ordering and choice inside degenerate eigenspaces. Taking `v` and `w` as given data makes the expansion valid for every admissible set of modes, for example one adapted to molecular symmetry, and leaves it to the user to exhibit such a set, as `normalModes_witness` does for two coordinates.
